# On a finite grid, the split-operator step with a Hermitian kinetic matrix and a real density-dependent potential preserves the norm and is exactly reversible

Suppose a time step takes its potential from the density at the start of the step. Run backwards, the same rule reads the density at the other end, generally finds a different potential, and fails to retrace the path. Averaging the two potentials restores the symmetry, but the final density is then needed before it is known, which calls for self-consistent iteration. The split-operator step studied here avoids this: the potential acts between two equal kinetic half steps, and the density does not change while it acts, so both directions read the same density.

The setting is one orbital $\psi$ with amplitudes $\psi_j\in\mathbb C$ on grid points $j$, in units with $\hbar=1$.

In Lean 4 with Mathlib:

```lean
import Mathlib

open Matrix
open Complex (I I_sq)

namespace SplitOperatorTDDFT

noncomputable section

variable {ι : Type*}
```

The density is $n_j=|\psi_j|^2$, without a volume element.

```lean
/-- The density of a wavefunction on the grid, `n_j = |ψ_j|²`. -/
def density (ψ : ι → ℂ) : ι → ℝ := fun j => ‖ψ j‖ ^ 2
```

The potential `V` is any map from a density to real site values $V_j(n)$. The value $V_j(n)$ may depend on the density at every site and need not be continuous in it, but the potential acts by multiplication at each site and has no memory and no explicit time dependence. `SolvesPotentialEq` says that at every real time and every site a derivative $d=\psi_j'$ exists and satisfies $i\,d=V_j(n)\psi_j$.

```lean
/-- The potential part of the equation of motion, `i ψ_j' = V_j(n) ψ_j`, at all times and grid
points. -/
def SolvesPotentialEq (V : (ι → ℝ) → ι → ℝ) (ψ : ℝ → ι → ℂ) : Prop :=
  ∀ t j, ∃ d : ℂ, HasDerivAt (fun s => ψ s j) d t ∧
    I * d = (V (density (ψ t)) j : ℂ) * ψ t j
```

The potential step $\mathrm{Pot}(h)$ multiplies $\psi_j$ by $e^{-ihV_j(n)}$, with $n$ the incoming density.

```lean
/-- The potential step: each amplitude acquires the phase `exp(-i h V_j(n))`,
with `n` the density of the incoming wavefunction. -/
def potStep (V : (ι → ℝ) → ι → ℝ) (h : ℝ) (φ : ι → ℂ) : ι → ℂ :=
  fun j => Complex.exp (-(I * (h : ℂ) * (V (density φ) j : ℂ))) * φ j
```

## (a) Show that the potential equation keeps the density constant

Since $\psi_j'=-iV_j(n)\psi_j$ and $V_j(n)$ is real,
$$\frac{d}{dt}|\psi_j|^2=2\,\mathrm{Re}(\psi_j^*\psi_j')=2\,\mathrm{Re}\bigl(-iV_j(n)|\psi_j|^2\bigr)=0.$$
In the proof, `hd'` solves for the derivative, and `h0` is this vanishing real part, written as a real inner product. A function with zero derivative everywhere is constant.

```lean
/-- Under the potential part of the equation of motion the density is constant in time. -/
theorem density_constant {V : (ι → ℝ) → ι → ℝ} {ψ : ℝ → ι → ℂ}
    (h : SolvesPotentialEq V ψ) (t : ℝ) : density (ψ t) = density (ψ 0) := by
  funext j
  have hz : ∀ s, HasDerivAt (fun s => ‖ψ s j‖ ^ 2) 0 s := by
    intro s
    obtain ⟨d, hd, he⟩ := h s j
    have hd' : d = -(I * ((V (density (ψ s)) j : ℂ) * ψ s j)) := by
      linear_combination (-I) * he + d * I_sq
    -- a real potential only rotates the phase
    have h0 : 2 * inner ℝ (ψ s j) d = 0 := by
      rw [hd', Complex.inner]
      simp only [Complex.mul_re, Complex.mul_im, Complex.neg_re, Complex.neg_im,
        Complex.I_re, Complex.I_im, Complex.ofReal_re, Complex.ofReal_im,
        Complex.conj_re, Complex.conj_im]
      ring
    exact hd.norm_sq.congr_deriv h0
  exact is_const_of_deriv_eq_zero (f := fun s => ‖ψ s j‖ ^ 2)
    (fun s => (hz s).differentiableAt) (fun s => (hz s).deriv) t 0
```

## (b) Show that the potential step keeps the density

The exponent is $i$ times a real number, so the phase has modulus 1 and $|e^{-ihV_j(n)}\psi_j|^2=|\psi_j|^2$. The identity `e` puts the exponent into that form.

```lean
/-- The potential step leaves the density unchanged. -/
theorem density_potStep (V : (ι → ℝ) → ι → ℝ) (h : ℝ) (φ : ι → ℂ) :
    density (potStep V h φ) = density φ := by
  funext j
  have e : -(I * (h : ℂ) * (V (density φ) j : ℂ))
      = ((-(h * V (density φ) j) : ℝ) : ℂ) * I := by
    push_cast
    ring
  change ‖Complex.exp (-(I * (h : ℂ) * (V (density φ) j : ℂ))) * φ j‖ ^ 2 = ‖φ j‖ ^ 2
  rw [e, norm_mul, Complex.norm_exp_ofReal_mul_I, one_mul]
```

## (c) Differentiate an exponential

For a complex constant $c$, the chain rule gives $\frac{d}{dt}e^{ct}=c\,e^{ct}$.

```lean
/-- For complex `c`, the function `exp(c t)` of real time `t` has derivative `c exp(c t)`. -/
lemma hasDerivAt_phase (c : ℂ) (t : ℝ) :
    HasDerivAt (fun s : ℝ => Complex.exp (c * (s : ℂ))) (c * Complex.exp (c * (t : ℂ))) t := by
  have h1 : HasDerivAt (fun s : ℝ => c * (s : ℂ)) c t :=
    ((hasDerivAt_id t).ofReal_comp.const_mul c).congr_deriv (by simp)
  exact h1.cexp.congr_deriv (mul_comm _ _)
```

## (d) Find all solutions of the potential equation

Let $v=V_j(n(0))$. By (a), the potential at site $j$ stays at $v$. Then
$$\frac{d}{dt}\bigl(e^{ivt}\psi_j\bigr)=iv\,e^{ivt}\psi_j+e^{ivt}(-iv\psi_j)=0,$$
so $e^{ivt}\psi_j(t)=\psi_j(0)$ and $\psi_j(t)=e^{-ivt}\psi_j(0)$.

Conversely, this formula keeps the density at $n(0)$ by (b), and differentiating it gives $i\psi_j'=v\psi_j=V_j(n)\psi_j$. Each initial wavefunction therefore has exactly one trajectory.

The two directions of the proof follow these two paragraphs: `hg` is the vanishing derivative, `hD` the constant density in the converse.

```lean
/-- A trajectory solves `i ψ_j' = V_j(n) ψ_j` exactly when it is
`ψ(t) = exp(-i t V(n₀)) ψ(0)`, with `n₀` the initial density. -/
theorem solves_iff_potStep (V : (ι → ℝ) → ι → ℝ) (ψ : ℝ → ι → ℂ) :
    SolvesPotentialEq V ψ ↔ ∀ t, ψ t = potStep V t (ψ 0) := by
  constructor
  · intro h t
    funext j
    obtain ⟨v, hv⟩ : ∃ v, v = V (density (ψ 0)) j := ⟨_, rfl⟩
    -- undoing the phase gives a constant amplitude
    have hg : ∀ s : ℝ, HasDerivAt
        (fun s : ℝ => Complex.exp (I * (v : ℂ) * (s : ℂ)) * ψ s j) 0 s := by
      intro s
      obtain ⟨d, hd, he⟩ := h s j
      rw [density_constant h s, ← hv] at he
      refine ((hasDerivAt_phase (I * (v : ℂ)) s).fun_mul hd).congr_deriv ?_
      have hd' : d = -(I * ((v : ℂ) * ψ s j)) := by
        linear_combination (-I) * he + d * I_sq
      rw [hd']
      ring
    have hc : Complex.exp (I * (v : ℂ) * (t : ℂ)) * ψ t j
        = Complex.exp (I * (v : ℂ) * ((0 : ℝ) : ℂ)) * ψ 0 j :=
      is_const_of_deriv_eq_zero
        (f := fun s : ℝ => Complex.exp (I * (v : ℂ) * (s : ℂ)) * ψ s j)
        (fun s => (hg s).differentiableAt) (fun s => (hg s).deriv) t 0
    rw [Complex.ofReal_zero, mul_zero, Complex.exp_zero, one_mul] at hc
    change ψ t j = Complex.exp (-(I * (t : ℂ) * (V (density (ψ 0)) j : ℂ))) * ψ 0 j
    have e : -(I * (t : ℂ) * (v : ℂ)) + I * (v : ℂ) * (t : ℂ) = 0 := by ring
    rw [← hv, ← hc, ← mul_assoc, ← Complex.exp_add, e, Complex.exp_zero, one_mul]
  · intro h t j
    have hD : density (ψ t) = density (ψ 0) := by
      rw [h t, density_potStep]
    obtain ⟨v, hv⟩ : ∃ v, v = V (density (ψ 0)) j := ⟨_, rfl⟩
    have hf : ∀ s : ℝ, ψ s j = Complex.exp (-(I * (v : ℂ)) * (s : ℂ)) * ψ 0 j := by
      intro s
      have e : -(I * (v : ℂ)) * (s : ℂ) = -(I * (s : ℂ) * (v : ℂ)) := by ring
      rw [e, hv]
      exact congrFun (h s) j
    refine ⟨-(I * (v : ℂ)) * Complex.exp (-(I * (v : ℂ)) * (t : ℂ)) * ψ 0 j, ?_, ?_⟩
    · rw [funext hf]
      exact (hasDerivAt_phase _ t).mul_const _
    · rw [hD, ← hv, hf t]
      linear_combination
        (-((v : ℂ) * (Complex.exp (-(I * (v : ℂ)) * (t : ℂ)) * ψ 0 j))) * I_sq
```

## (e) Compose two potential steps

After a step of length $t$ the density is unchanged, so a second step of length $s$ uses the same potential:
$$e^{-isV_j(n)}e^{-itV_j(n)}\psi_j=e^{-i(s+t)V_j(n)}\psi_j.$$
The steps add even though the map is in general nonlinear. The rewrite with `density_potStep` is where (b) enters.

```lean
/-- Successive potential steps of lengths `t` and `s` make one potential step of
length `s + t`. -/
theorem potStep_add (V : (ι → ℝ) → ι → ℝ) (s t : ℝ) (φ : ι → ℂ) :
    potStep V s (potStep V t φ) = potStep V (s + t) φ := by
  funext j
  change Complex.exp (-(I * (s : ℂ) * (V (density (potStep V t φ)) j : ℂ))) *
      (Complex.exp (-(I * (t : ℂ) * (V (density φ) j : ℂ))) * φ j)
    = Complex.exp (-(I * ((s + t : ℝ) : ℂ) * (V (density φ) j : ℂ))) * φ j
  -- the second step sees the same density, hence the same potential
  rw [density_potStep, ← mul_assoc, ← Complex.exp_add]
  congr 2
  push_cast
  ring
```

From here on the grid is finite, and the squared norm is $\sum_j n_j$.

```lean
variable [Fintype ι] [DecidableEq ι]

/-- The squared norm of the wavefunction, the sum of the density over the grid. -/
def normSquared (ψ : ι → ℂ) : ℝ := ∑ j, density ψ j
```

The kinetic propagator is the matrix exponential $K(h)=e^{-ihT}$.

```lean
/-- The kinetic propagator `K(h) = exp(-i h T)`. -/
def kinetic (T : Matrix ι ι ℂ) (h : ℝ) : Matrix ι ι ℂ :=
  NormedSpace.exp ((-(I * (h : ℂ))) • T)
```

The full step is $S(h)=K(h/2)\,\mathrm{Pot}(h)\,K(h/2)$. Its potential comes from the density after the first kinetic half step.

```lean
/-- The split-operator step `S(h) = K(h/2) Pot(h) K(h/2)`. -/
def splitStep (V : (ι → ℝ) → ι → ℝ) (T : Matrix ι ι ℂ) (h : ℝ) (ψ : ι → ℂ) : ι → ℂ :=
  kinetic T (h / 2) *ᵥ potStep V h (kinetic T (h / 2) *ᵥ ψ)
```

## (f) Undo a kinetic step

The exponents $ihT$ and $-ihT$ commute and sum to zero, so $K(-h)K(h)=e^{0}=1$. This holds for any square matrix $T$; `hc` supplies the commutation.

```lean
/-- The kinetic propagator over `-h` undoes the one over `h`. -/
theorem kinetic_neg_mul (T : Matrix ι ι ℂ) (h : ℝ) :
    kinetic T (-h) * kinetic T h = 1 := by
  have hc : Commute ((-(I * ((-h : ℝ) : ℂ))) • T) ((-(I * (h : ℂ))) • T) :=
    ((Commute.refl T).smul_left _).smul_right _
  have e : -(I * ((-h : ℝ) : ℂ)) + -(I * (h : ℂ)) = 0 := by
    push_cast
    ring
  unfold kinetic
  rw [← Matrix.exp_add_of_commute _ _ hc, ← add_smul, e, zero_smul, NormedSpace.exp_zero]
```

## (g) Show that a Hermitian $T$ gives a norm-preserving $K(h)$

With $T^\dagger=T$, the adjoint is $K(h)^\dagger=e^{ihT}=K(-h)$. Hence
$$\|K(h)\psi\|^2=\psi^\dagger K(-h)K(h)\psi=\psi^\dagger\psi=\|\psi\|^2.$$
Here `hs` writes the norm as $\psi^\dagger\psi$, and `hK` is the adjoint.

```lean
/-- For Hermitian `T` the kinetic propagator preserves the norm. -/
theorem normSquared_kinetic {T : Matrix ι ι ℂ} (hT : T.IsHermitian) (h : ℝ) (ψ : ι → ℂ) :
    normSquared (kinetic T h *ᵥ ψ) = normSquared ψ := by
  have hs : ∀ φ : ι → ℂ, ((normSquared φ : ℝ) : ℂ) = star φ ⬝ᵥ φ := by
    intro φ
    simp only [normSquared, density, dotProduct, Pi.star_apply]
    push_cast
    exact Finset.sum_congr rfl fun j _ => (Complex.conj_mul' (φ j)).symm
  -- the adjoint propagator runs backwards in time
  have hK : (kinetic T h)ᴴ = kinetic T (-h) := by
    unfold kinetic
    rw [← Matrix.exp_conjTranspose, Matrix.conjTranspose_smul, hT.eq]
    congr 2
    simp [mul_comm]
  apply Complex.ofReal_injective
  rw [hs (kinetic T h *ᵥ ψ), hs ψ, Matrix.star_mulVec, ← Matrix.dotProduct_mulVec,
    Matrix.mulVec_mulVec, hK, kinetic_neg_mul, Matrix.one_mulVec]
```

## (h) Show that $S(h)$ preserves the norm and that $S(-h)$ undoes it

Both kinetic factors preserve the norm by (g), and the potential step does so by (b). For the reversal, cancel from the inside out:
$$\begin{aligned}S(-h)S(h)&=K(-\tfrac h2)\,\mathrm{Pot}(-h)\,K(-\tfrac h2)K(\tfrac h2)\,\mathrm{Pot}(h)\,K(\tfrac h2)\\&=K(-\tfrac h2)\,\mathrm{Pot}(-h)\,\mathrm{Pot}(h)\,K(\tfrac h2)=K(-\tfrac h2)K(\tfrac h2)=1.\end{aligned}$$
The middle pair cancels by (e), since $\mathrm{Pot}(0)$ is the identity.

```lean
/-- For Hermitian `T` and any real density-dependent potential, the split-operator step
preserves the norm, and the step over `-h` exactly undoes the step over `h`. -/
theorem splitStep_norm_and_reversal (V : (ι → ℝ) → ι → ℝ) {T : Matrix ι ι ℂ}
    (hT : T.IsHermitian) (h : ℝ) (ψ : ι → ℂ) :
    normSquared (splitStep V T h ψ) = normSquared ψ ∧
      splitStep V T (-h) (splitStep V T h ψ) = ψ := by
  constructor
  · unfold splitStep
    rw [normSquared_kinetic hT]
    unfold normSquared
    rw [density_potStep]
    exact normSquared_kinetic hT (h / 2) ψ
  · have h0 : ∀ φ : ι → ℂ, potStep V 0 φ = φ := fun φ => by
      funext j
      simp [potStep]
    -- the factors cancel from the inside out
    unfold splitStep
    rw [neg_div, Matrix.mulVec_mulVec, kinetic_neg_mul, Matrix.one_mulVec, potStep_add,
      neg_add_cancel, h0, Matrix.mulVec_mulVec, kinetic_neg_mul, Matrix.one_mulVec]
```

**A two-site instance.** Take $T=\begin{pmatrix}0&1\\1&0\end{pmatrix}$, $V_1(n)=2n_1$, $V_2(n)=0$, $h=\pi/2$ and $\psi=(1,0)$. Then $K(h/2)=\frac1{\sqrt2}\begin{pmatrix}1&-i\\-i&1\end{pmatrix}$, and the step runs
$$(1,0)\to\tfrac1{\sqrt2}(1,-i)\to\tfrac1{\sqrt2}(-i,-i)\to-\tfrac{1+i}2(1,1).$$
In the middle $n_1=\tfrac12$, so $V_1=1$ and the phase is $e^{-i\pi/2}=-i$. The final squared norm is $\tfrac12+\tfrac12=1$. The step over $-h$ passes through the same states in reverse order. At the two ends $V_1$ would be 2 and 1, but the rule does not read the density at either end: both directions read it in the middle.

## (i) Extend both statements to $n$ steps

In this part $n$ counts steps. The norm follows by induction. For the reversal, $S(-h)$ is a left inverse of $S(h)$, so its $n$-th iterate is a left inverse of $S(h)^n$.

```lean
/-- A run of `n` split-operator steps preserves the norm, and `n` steps over `-h` bring the
wavefunction back to its starting value. -/
theorem splitStep_iterate (V : (ι → ℝ) → ι → ℝ) {T : Matrix ι ι ℂ}
    (hT : T.IsHermitian) (h : ℝ) (n : ℕ) (ψ : ι → ℂ) :
    normSquared ((splitStep V T h)^[n] ψ) = normSquared ψ ∧
      (splitStep V T (-h))^[n] ((splitStep V T h)^[n] ψ) = ψ := by
  constructor
  · induction n with
    | zero => rfl
    | succ n ih =>
      rw [Function.iterate_succ_apply', (splitStep_norm_and_reversal V hT h _).1, ih]
  · have hl : Function.LeftInverse (splitStep V T (-h)) (splitStep V T h) :=
      fun φ => (splitStep_norm_and_reversal V hT h φ).2
    exact hl.iterate n ψ

end

end SplitOperatorTDDFT
```

For a single orbital on a finite grid, with Hermitian $T$ and a real potential that has neither memory nor explicit time dependence, both properties hold at every $h$ in exact arithmetic. If the exponentials are evaluated without truncation error and the potential is computed from the current density alone, norm drift or failed reversal thus points to rounding or to a mistake in the implementation. An iterative Poisson solver that starts from the previous potential does not meet the second condition: its remaining error depends on the history, which can spoil the reversal, though not the norm. How closely $S(h)$ follows the combined kinetic and potential evolution is a separate question of accuracy.

## A potential that also depends on time

A laser field could be included by modelling the potential as $V_j(t,n)$. The density would still be constant during the potential part, but for $V$ continuous in $t$ the phase would become $\exp\bigl(-i\int_0^h V_j(t,n)\,dt\bigr)$. Each step would then need its starting time as well as its length, and the reversed step would have to integrate over the same interval backwards.

```lean
#print axioms SplitOperatorTDDFT.solves_iff_potStep
#print axioms SplitOperatorTDDFT.splitStep_norm_and_reversal
#print axioms SplitOperatorTDDFT.splitStep_iterate
```

```
'SplitOperatorTDDFT.solves_iff_potStep' depends on axioms: [propext, Classical.choice, Quot.sound]
'SplitOperatorTDDFT.splitStep_norm_and_reversal' depends on axioms: [propext, Classical.choice, Quot.sound]
'SplitOperatorTDDFT.splitStep_iterate' depends on axioms: [propext, Classical.choice, Quot.sound]
```
